# For C¹ radial functions vanishing at radius R, the s-wave Hardy–Dirac form at coupling one is the integral of a weighted square

As the charge of a point nucleus grows, the lowest Dirac level of a single electron sinks from the rest energy towards zero, which it reaches at coupling one, where the charge number times the fine-structure constant equals one. Eliminating the lower component of the Dirac spinor at that energy leaves a quadratic form in the upper component: a kinetic term that itself depends on the Coulomb potential, plus a mass term, minus the Coulomb attraction. The file below proves that this form is positive for nonzero real s-wave trial functions that are continuously differentiable down to the nucleus and vanish at a finite radius.

```lean
import Mathlib

open Set MeasureTheory

namespace HardyDiracSWave

noncomputable section

/-- A real radial trial function `f` on `[0, R]`, continuously differentiable with derivative `g`,
that vanishes at the outer radius `R`. -/
structure IsRadialTrial (R : ℝ) (f g : ℝ → ℝ) : Prop where
  cont : ContinuousOn f (Icc 0 R)
  deriv : ∀ r ∈ Ioo 0 R, HasDerivAt f (g r) r
  cont_deriv : ContinuousOn g (Icc 0 R)
  vanish : f R = 0

/-- The factor `r (1 + E + ν / r)`, written without division, for coupling `ν` and energy `E` in
units of the rest energy. -/
def weight (ν E r : ℝ) : ℝ := ν + (1 + E) * r

/-- The radial Hardy-Dirac energy density: kinetic term, mass term and Coulomb attraction.
Its domain is `weight ν E r ≠ 0`. -/
def energyDensity (ν E : ℝ) (f g : ℝ → ℝ) (r : ℝ) : ℝ :=
  r ^ 3 * g r ^ 2 / weight ν E r + (1 - E) * r ^ 2 * f r ^ 2 - ν * r * f r ^ 2

/-- The completed square, built from the first-order operator `r d/dr + (1 - E + ν r)`.
Its domain is `weight ν E r ≠ 0`. -/
def squareDensity (ν E : ℝ) (f g : ℝ → ℝ) (r : ℝ) : ℝ :=
  r * (r * g r + (1 - E + ν * r) * f r) ^ 2 / weight ν E r

/-- The linear profile `R - r` is a radial trial function. -/
theorem isRadialTrial_witness (R : ℝ) :
    IsRadialTrial R (fun r => R - r) (fun _ => -1) where
  cont := by fun_prop
  deriv := fun r _ => (hasDerivAt_id' r).const_sub R
  cont_deriv := by fun_prop
  vanish := sub_self R

/-- If `ν > 0` and `ν² + E² = 1`, then `1 + E` is positive, and so is the weight at every
radius `r ≥ 0`. -/
theorem weight_pos {ν E : ℝ} (hν : 0 < ν) (hE : ν ^ 2 + E ^ 2 = 1) :
    0 < 1 + E ∧ ∀ r, 0 ≤ r → 0 < weight ν E r := by
  have h1 : 0 < 1 + E := by
    by_contra hcon
    have h2 := not_lt.mp hcon
    nlinarith [sq_nonneg (1 + E), pow_pos hν 2]
  refine ⟨h1, fun r hr => ?_⟩
  have h3 := mul_nonneg h1.le hr
  unfold weight
  linarith

/-- If `ν² + E² = 1`, and `1 + E` and the weight at `r` are nonzero, the completed square at `r` is
the energy density plus `ν / (1 + E)` times `2 r f² + 2 r² f g`. The last expression is the
derivative of `r² f²` when `g` is the derivative of `f`, which is not assumed here. -/
theorem completed_square {ν E r : ℝ} (f g : ℝ → ℝ) (hE : ν ^ 2 + E ^ 2 = 1)
    (h0 : 1 + E ≠ 0) (hW : weight ν E r ≠ 0) :
    squareDensity ν E f g r = energyDensity ν E f g r
      + ν / (1 + E) * (2 * r * f r ^ 2 + r ^ 2 * (2 * f r * g r)) := by
  obtain ⟨c, hc⟩ : ∃ c, c = ν / (1 + E) := ⟨_, rfl⟩
  rw [← hc]
  have h1 : c * (1 + E) = ν := by
    rw [hc]
    field_simp
  have h2 : c * ν = 1 - E := by
    apply mul_right_cancel₀ h0
    linear_combination ν * h1 + hE
  -- the coefficient of `f` is proportional to the weight
  have hk : 1 - E + ν * r = c * weight ν E r := by
    unfold weight
    linear_combination -h2 - r * h1
  have h3 : c ^ 2 * weight ν E r = (1 - E) * r - ν + 2 * c := by
    unfold weight
    linear_combination c * h2 - h1 + r * (c * h1 + h2)
  have e : weight ν E r * (weight ν E r)⁻¹ = 1 := mul_inv_cancel₀ hW
  unfold squareDensity energyDensity
  rw [hk]
  linear_combination (2 * c * r ^ 2 * f r * g r + r * c ^ 2 * f r ^ 2 * weight ν E r) * e
    + r * f r ^ 2 * h3

/-- The derivative of `r² f²` integrates to zero over `[0, R]` for a radial trial function. -/
theorem surface_term {R : ℝ} {f g : ℝ → ℝ} (hR : 0 ≤ R) (h : IsRadialTrial R f g) :
    ∫ r in (0 : ℝ)..R, (2 * r * f r ^ 2 + r ^ 2 * (2 * f r * g r)) = 0 := by
  have hf := h.cont
  have hg := h.cont_deriv
  have hc : ContinuousOn (fun r => r * f r * (r * f r)) (Icc 0 R) := by fun_prop
  have hd : ∀ r ∈ Ioo 0 R, HasDerivAt (fun r => r * f r * (r * f r))
      (2 * r * f r ^ 2 + r ^ 2 * (2 * f r * g r)) r := by
    intro r hr
    have h1 := (hasDerivAt_id' r).fun_mul (h.deriv r hr)
    exact (h1.fun_mul h1).congr_deriv (by ring)
  have hi : ContinuousOn (fun r => 2 * r * f r ^ 2 + r ^ 2 * (2 * f r * g r)) (Icc 0 R) := by
    fun_prop
  rw [intervalIntegral.integral_eq_sub_of_hasDerivAt_of_le hR hc hd
    (hi.intervalIntegrable_of_Icc hR)]
  simp [h.vanish]

/-- For `ν > 0` and `ν² + E² = 1`, the Coulomb attraction of an s-wave trial function is bounded
by its Hardy-Dirac kinetic and mass terms, and the difference is the integral of the completed
square. -/
theorem hardy_dirac {ν E R : ℝ} {f g : ℝ → ℝ} (hν : 0 < ν) (hE : ν ^ 2 + E ^ 2 = 1)
    (hR : 0 ≤ R) (h : IsRadialTrial R f g) :
    (∫ r in (0 : ℝ)..R, energyDensity ν E f g r) = (∫ r in (0 : ℝ)..R, squareDensity ν E f g r) ∧
    ν * (∫ r in (0 : ℝ)..R, r * f r ^ 2) ≤
      ∫ r in (0 : ℝ)..R, (r ^ 3 * g r ^ 2 / weight ν E r + (1 - E) * r ^ 2 * f r ^ 2) := by
  obtain ⟨h0, hW⟩ := weight_pos hν hE
  have hf := h.cont
  have hg := h.cont_deriv
  have hw : ContinuousOn (fun r => weight ν E r) (Icc 0 R) := by
    unfold weight
    fun_prop
  have hp : ContinuousOn (fun r => r ^ 3 * g r ^ 2) (Icc 0 R) := by fun_prop
  have hm : ContinuousOn (fun r => (1 - E) * r ^ 2 * f r ^ 2) (Icc 0 R) := by fun_prop
  have hv : ContinuousOn (fun r => ν * (r * f r ^ 2)) (Icc 0 R) := by fun_prop
  have hs : ContinuousOn
      (fun r => ν / (1 + E) * (2 * r * f r ^ 2 + r ^ 2 * (2 * f r * g r))) (Icc 0 R) := by
    fun_prop
  have hA : ContinuousOn
      (fun r => r ^ 3 * g r ^ 2 / weight ν E r + (1 - E) * r ^ 2 * f r ^ 2) (Icc 0 R) :=
    (hp.div hw (fun r hr => (hW r hr.1).ne')).add hm
  -- separate the Coulomb attraction from the other terms
  have hfun : (fun r => energyDensity ν E f g r) = fun r =>
      (r ^ 3 * g r ^ 2 / weight ν E r + (1 - E) * r ^ 2 * f r ^ 2) - ν * (r * f r ^ 2) := by
    funext r
    unfold energyDensity
    ring
  have hen : ContinuousOn (fun r => energyDensity ν E f g r) (Icc 0 R) := by
    rw [hfun]
    exact hA.sub hv
  have hid : (∫ r in (0 : ℝ)..R, energyDensity ν E f g r) =
      ∫ r in (0 : ℝ)..R, squareDensity ν E f g r := by
    have e : (∫ r in (0 : ℝ)..R, squareDensity ν E f g r) =
        ∫ r in (0 : ℝ)..R, (energyDensity ν E f g r
          + ν / (1 + E) * (2 * r * f r ^ 2 + r ^ 2 * (2 * f r * g r))) := by
      apply intervalIntegral.integral_congr
      intro r hr
      rw [uIcc_of_le hR] at hr
      exact completed_square f g hE h0.ne' (hW r hr.1).ne'
    rw [e, intervalIntegral.integral_add (hen.intervalIntegrable_of_Icc hR)
      (hs.intervalIntegrable_of_Icc hR), intervalIntegral.integral_const_mul,
      surface_term hR h, mul_zero, add_zero]
  refine ⟨hid, ?_⟩
  have hnn : 0 ≤ ∫ r in (0 : ℝ)..R, squareDensity ν E f g r :=
    intervalIntegral.integral_nonneg hR fun r hr =>
      div_nonneg (mul_nonneg hr.1 (sq_nonneg _)) (hW r hr.1).le
  rw [← hid, hfun, intervalIntegral.integral_sub (hA.intervalIntegrable_of_Icc hR)
    (hv.intervalIntegrable_of_Icc hR), intervalIntegral.integral_const_mul] at hnn
  linarith

/-- The s-wave Hardy-Dirac form at coupling one equals the integral of a weighted square, and is
nonnegative. -/
theorem hardy_dirac_critical {R : ℝ} {f g : ℝ → ℝ} (hR : 0 ≤ R) (h : IsRadialTrial R f g) :
    (∫ r in (0 : ℝ)..R, (r ^ 3 * g r ^ 2 / (1 + r) + r ^ 2 * f r ^ 2 - r * f r ^ 2)) =
      (∫ r in (0 : ℝ)..R, r * (r * g r + (1 + r) * f r) ^ 2 / (1 + r)) ∧
    0 ≤ ∫ r in (0 : ℝ)..R, (r ^ 3 * g r ^ 2 / (1 + r) + r ^ 2 * f r ^ 2 - r * f r ^ 2) := by
  have key := (hardy_dirac (ν := 1) (E := 0) one_pos (by norm_num) hR h).1
  simp only [energyDensity, squareDensity, weight, add_zero, sub_zero, one_mul] at key
  refine ⟨key, ?_⟩
  rw [key]
  exact intervalIntegral.integral_nonneg hR fun r hr =>
    div_nonneg (mul_nonneg hr.1 (sq_nonneg _)) (by linarith [hr.1])

/-- At coupling one the s-wave Hardy-Dirac form is strictly positive on every trial function that
is not identically zero on `[0, R]`. -/
theorem hardy_dirac_critical_strict {R : ℝ} {f g : ℝ → ℝ} (hR : 0 < R)
    (h : IsRadialTrial R f g) (hne : ∃ r ∈ Icc 0 R, f r ≠ 0) :
    0 < ∫ r in (0 : ℝ)..R, (r ^ 3 * g r ^ 2 / (1 + r) + r ^ 2 * f r ^ 2 - r * f r ^ 2) := by
  have hf := h.cont
  have hg := h.cont_deriv
  rw [(hardy_dirac_critical hR.le h).1]
  have hn : ContinuousOn (fun r => r * (r * g r + (1 + r) * f r) ^ 2) (Icc 0 R) := by fun_prop
  have hw : ContinuousOn (fun r : ℝ => 1 + r) (Icc 0 R) := by fun_prop
  refine intervalIntegral.integral_pos hR
    (hn.div hw fun r hr => by linarith [hr.1] |> fun (p : 0 < 1 + r) => p.ne')
    (fun r hr => div_nonneg (mul_nonneg hr.1.le (sq_nonneg _)) (by linarith [hr.1])) ?_
  by_contra hcon
  -- otherwise `f` solves the first-order equation inside the interval
  have hz : ∀ r ∈ Ioo 0 R, r * g r + (1 + r) * f r = 0 := by
    intro r hr
    by_contra hr0
    have hsq : 0 < (r * g r + (1 + r) * f r) ^ 2 :=
      lt_of_le_of_ne (sq_nonneg _) (Ne.symm (pow_ne_zero 2 hr0))
    exact hcon ⟨r, Ioo_subset_Icc_self hr,
      div_pos (mul_pos hr.1 hsq) (by linarith [hr.1])⟩
  -- then `r exp(r) f` is constant, with value zero at `R`
  have hin : EqOn f (fun _ => 0) (Ioo 0 R) := by
    intro x hx
    have hc : ContinuousOn (fun r => r * (Real.exp r * f r)) (Icc x R) := by
      have hfx : ContinuousOn f (Icc x R) := hf.mono (Icc_subset_Icc_left hx.1.le)
      fun_prop
    have hd : ∀ r ∈ Ioo x R, HasDerivAt (fun r => r * (Real.exp r * f r)) 0 r := by
      intro r hr
      have hr' : r ∈ Ioo 0 R := ⟨hx.1.trans hr.1, hr.2⟩
      refine ((hasDerivAt_id' r).fun_mul
        ((Real.hasDerivAt_exp r).fun_mul (h.deriv r hr'))).congr_deriv ?_
      linear_combination Real.exp r * hz r hr'
    have hi : IntervalIntegrable (fun _ : ℝ => (0 : ℝ)) volume x R :=
      continuous_const.intervalIntegrable x R
    have key := intervalIntegral.integral_eq_sub_of_hasDerivAt_of_le hx.2.le hc hd hi
    simpa [h.vanish, hx.1.ne', Real.exp_ne_zero] using key
  obtain ⟨r, hr, hfr⟩ := hne
  exact hfr (hin.of_subset_closure hf continuousOn_const Ioo_subset_Icc_self
    (closure_Ioo hR.ne).ge hr)

end

end HardyDiracSWave
```

```lean
#print axioms HardyDiracSWave.hardy_dirac_critical
#print axioms HardyDiracSWave.hardy_dirac_critical_strict
```

```
'HardyDiracSWave.hardy_dirac_critical' depends on axioms: [propext, Classical.choice, Quot.sound]
'HardyDiracSWave.hardy_dirac_critical_strict' depends on axioms: [propext, Classical.choice, Quot.sound]
```

## The identity, the bound and strict positivity

Let \(f\) be a continuously differentiable real function on \([0,R]\) with derivative \(g=f'\) and \(f(R)=0\). For \(R\ge 0\), `hardy_dirac_critical` states that

\[
\int_0^R\Big(\frac{r^3g^2}{1+r}+r^2f^2-rf^2\Big)dr=\int_0^R\frac{r\,\big(rg+(1+r)f\big)^2}{1+r}\,dr ,
\]

and that the left side is nonnegative. If \(R>0\) and \(f\) is nonzero somewhere on \([0,R]\), `hardy_dirac_critical_strict` makes it strictly positive.

The theorem `hardy_dirac` treats a coupling \(\nu>0\) and an energy \(E\) tied by \(\nu^2+E^2=1\). With the weight \(W(r)=\nu+(1+E)r\), it gives the corresponding identity between the integrals of `energyDensity` and `squareDensity`, and the bound

\[
\nu\int_0^R rf^2\,dr\le\int_0^R\Big(\frac{r^3g^2}{W}+(1-E)r^2f^2\Big)dr .
\]

The conditions on \(f\) are collected in `IsRadialTrial R f g`: `f` and `g` are continuous on the closed interval, `g` is the derivative of `f` in its interior, and `f R = 0`. The profile \(R-r\) satisfies them, as `isRadialTrial_witness` shows. Lean's `f` and `g` are defined on all of ℝ, but only their values on \([0,R]\) enter. No normalisation is imposed: both sides are quadratic in \(f\), so for nonzero \(f\) one may divide by \(\int_0^R r^2f^2\,dr\).

## Eliminating the lower component of the Dirac spinor

Measure energies in units of the rest energy and lengths in reduced Compton wavelengths. For a point nucleus of charge number \(Z\), the coupling is \(\nu=Z\alpha\), with \(\alpha\) the fine-structure constant. Let \(\varphi\) and \(\chi\) be the upper and lower two-component parts of the Dirac spinor, \(\boldsymbol\sigma\) the Pauli matrices and \(\mathbf p\) the momentum. The Dirac equation reads

\[
\boldsymbol\sigma\!\cdot\!\mathbf p\,\chi=\Big(E-1+\frac{\nu}{r}\Big)\varphi,\qquad
\boldsymbol\sigma\!\cdot\!\mathbf p\,\varphi=\Big(E+1+\frac{\nu}{r}\Big)\chi .
\]

Solving the second equation for \(\chi\), inserting it into the first and taking the inner product with \(\varphi\) leads to the quadratic form

\[
\int\Big(\frac{|\boldsymbol\sigma\!\cdot\!\mathbf p\,\varphi|^2}{1+E+\nu/r}+\Big(1-E-\frac{\nu}{r}\Big)|\varphi|^2\Big)d^3x .
\]

For an s-wave, \(\varphi=f(r)\eta\) with a constant unit spinor \(\eta\), and \(|\boldsymbol\sigma\cdot\mathbf p\,\varphi|^2=f'^2\). The volume element supplies \(4\pi r^2dr\). Apart from the factor \(4\pi\), the integrand is then exactly `energyDensity`, because \(r^2/(1+E+\nu/r)=r^3/W\).

The condition \(\nu^2+E^2=1\) stands for the energy of the lowest level, \(E=\sqrt{1-\nu^2}\). It is a hypothesis here and is not derived from the Dirac equation; as written, it also admits the negative root. The critical case is \(\nu=1\), \(E=0\).

This is a radial case of the Hardy–Dirac inequality, confined to one angular channel and a finite ball; it does not treat general spinors in three dimensions. Nor does it determine the spectrum or construct a self-adjoint Hamiltonian. For a one-electron code that eliminates the lower component at a given energy \(E\), as above, it supplies a sign check: with a point nucleus and an s-wave trial function of this class, a negative value of the form at \(\nu^2+E^2=1\) signals a numerical or algebraic error.

## Completing the square

First, the weight is positive. Since \(\nu>0\), we have \(E^2=1-\nu^2<1\), so \(1+E>0\) and \(W(r)\ge\nu>0\) for every \(r\ge0\). This is `weight_pos`.

Now set \(c=\nu/(1+E)\). Then

\[
c(1+E)=\nu,\qquad c\nu=\frac{1-E^2}{1+E}=1-E .
\]

The coefficient of \(f\) in the square is therefore proportional to the weight:

\[
1-E+\nu r=c\nu+c(1+E)r=cW .
\]

Expanding the square gives

\[
\frac{r(rg+cWf)^2}{W}=\frac{r^3g^2}{W}+2c\,r^2fg+c^2rWf^2 .
\]

For the last term, use the two relations for \(c\) again:

\[
c^2W=c(1-E)+(1-E)r=2c-\nu+(1-E)r ,
\]

where \(c(1-E)=2c-c(1+E)=2c-\nu\). Substitution yields

\[
\frac{r(rg+cWf)^2}{W}
=\frac{r^3g^2}{W}+(1-E)r^2f^2-\nu rf^2+c\,\big(2rf^2+2r^2fg\big).
\]

The last bracket is the derivative of \(r^2f^2\). In `completed_square`, the relations for \(c\) are `h1` and `h2`, the proportionality is `hk`, and the formula for \(c^2W\) is `h3`. The final `linear_combination` assembles them, using `e` to cancel the weight against its inverse.

## The surface term and the sign of the integral

Integrating the derivative gives

\[
\int_0^R\big(2rf^2+2r^2fg\big)dr=\big[r^2f^2\big]_0^R=0 .
\]

The factor \(r^2\) removes the lower end, and \(f(R)=0\) removes the upper one. The lemma `surface_term` does this with the fundamental theorem of calculus, writing the antiderivative as \((rf)(rf)\).

In `hardy_dirac`, the pointwise identity is integrated and the surface term drops out. Continuity of each term, mostly found by `fun_prop`, supplies the integrability needed to split the integrals. The square density is nonnegative because \(r\ge0\) and \(W>0\), and moving the Coulomb term to the other side gives the bound. Setting \(\nu=1\) and \(E=0\) produces `hardy_dirac_critical`.

## Why a nonzero trial function gives a positive value

Suppose the square density at coupling one is positive nowhere on \([0,R]\). It is nonnegative, so it vanishes, and inside the interval

\[
rg+(1+r)f=0 .
\]

It follows that

\[
\frac{d}{dr}\big(re^rf\big)=e^r\big(f+rf+rg\big)=0 .
\]

For any \(x\) with \(0<x<R\), integration from \(x\) to \(R\) gives \(xe^xf(x)=Re^Rf(R)=0\), hence \(f(x)=0\). Continuity extends this to both endpoints, contradicting the assumption that \(f\) is nonzero somewhere.

The Lean proof follows this route. Mathlib's `intervalIntegral.integral_pos` reduces strict positivity to finding one point where the continuous, nonnegative integrand is positive. If there is none, `hz` is the first-order equation, `hin` is the vanishing of \(f\) in the interior, and `closure_Ioo` carries it to the closed interval.

Without boundary conditions, the first-order equation is solved by multiples of \(e^{-r}/r\), which is singular at the nucleus and nonzero at every finite radius. This is the radial upper component of the lowest level at coupling one, so the exact solution itself lies outside the class of trial functions.

## A constant function breaks the boundary condition

Take \(\nu=1\), \(E=0\), \(R=1\) and \(f=1\), so that \(g=0\). Every condition on a trial function holds except \(f(R)=0\). The form is

\[
\int_0^1(r^2-r)\,dr=-\frac16 ,
\]

while the integral of the square is

\[
\int_0^1 r(1+r)\,dr=\frac56 .
\]

Both the identity and the inequality fail. The difference, 1, is the surface term \(R^2f(R)^2\) that the boundary condition would have removed.
